# Linear bounds in the kinetic cutoff on the spectral width of an ultrasoft plane-wave Hamiltonian with bounded potential and overlap

## Does the overlap matrix spoil the scaling with the cutoff?

Before I run a Chebyshev-filtered eigensolver, I have to give it an upper end of the spectrum. If I set it too low, the filter amplifies the high states that it should damp. With norm-conserving pseudopotentials I take the largest kinetic energy in the basis plus a bound on the potential. With ultrasoft ones the equation is $Hx=\mu Sx$, and $S$ mixes the plane waves and doesn't commute with the kinetic energy. Can I still expect the top of the spectrum to rise linearly with the cutoff, or can $S$ turn that into something worse?

## The width stays between two straight lines

Yes, up to constant factors. If the potential and the overlap obey bounds that don't change with the cutoff, the top of the spectrum and its width each stay between two straight lines of positive slope. The bounds on the overlap set the slopes and also enter the offsets.

Write $H=T+V$ in a finite orthonormal plane-wave basis $|G\rangle$, with $T=\sum_G t_G|G\rangle\langle G|$. Let $E$ be the largest $t_G$; it is a kinetic energy, not a total energy. It stands for the cutoff here, although the cutoff set in a calculation can be slightly larger, since no plane wave need lie exactly on it. Let $V$ be Hermitian with operator norm at most $v\le E$, and let $S$ be Hermitian with $0<s_1\le S\le s_2$. Here $V$ is everything in $H$ except the kinetic energy: the local and nonlocal pseudopotential and, in a Kohn–Sham calculation, the Hartree and exchange–correlation potentials. The number $v$ bounds their sum. The constant $s_1>0$ says that augmentation leaves every nonzero wave function with a positive norm, and $s_2$ limits how much it can enlarge that norm.

**A largest eigenvalue exists.** The quotient $\langle x|H|x\rangle/\langle x|S|x\rangle$ is continuous on the unit sphere, so it attains its maximum $\mu$ at some $z$. Then $A=\mu S-H$ satisfies $\langle x|A|x\rangle\ge0$ for all $x$ and $\langle z|A|z\rangle=0$. For every real $r$,
$$0\le\langle z+rAz|A|z+rAz\rangle=2r\|Az\|^2+r^2\langle Az|A|Az\rangle .$$
A quadratic that is never negative has discriminant at most zero, so $4\|Az\|^4\le0$ and $Hz=\mu Sz$. Any other eigenvalue is the value of the quotient at its eigenvector, hence at most $\mu$.

**Upper bound.** Parseval's identity gives $\langle x|T|x\rangle=\sum_G t_G|\langle G|x\rangle|^2\le E\|x\|^2$, and Cauchy–Schwarz gives $|\langle x|V|x\rangle|\le v\|x\|^2$. Since $E+v\ge0$,
$$\langle x|H|x\rangle\le(E+v)\|x\|^2\le\frac{E+v}{s_1}\langle x|S|x\rangle ,$$
so $\mu\le(E+v)/s_1$. This is a safe upper end for your filter.

**Lower bound.** Take as trial vector the plane wave $|m\rangle$ with $t_m=E$. Then
$$E-v\le\langle m|H|m\rangle\le\mu\langle m|S|m\rangle .$$
The left side is nonnegative, so $\mu\ge0$. The right side is therefore at most $\mu s_2$, which gives $\mu\ge(E-v)/s_2$.

**Width.** Now let all $t_G\ge0$. The lowest eigenvalue $\lambda$ is minus the largest eigenvalue of the pair $(-H,S)$. Because $-H\le v$, the upper-bound argument gives $-\lambda\le v/s_1$. For any plane wave $|j\rangle$, the variational principle gives $\lambda\langle j|S|j\rangle\le t_j+v$. If $\lambda\ge0$, then $\lambda s_1\le t_j+v$; if $\lambda<0$, this holds anyway. Together,
$$\frac{E-v}{s_2}-\frac{t_j+v}{s_1}\;\le\;\mu-\lambda\;\le\;\frac{E+2v}{s_1}.$$
The best choice of $j$ is the plane wave of lowest kinetic energy. With $v,s_1,s_2,t_j$ fixed, both sides are linear in $E$, with slopes $1/s_2$ and $1/s_1$. For a single plane wave the width is zero and the left side is not positive.

**Why $S$ must be strictly positive.** Take two plane waves with $t=(0,1)$, $V=0$ and $S=\mathrm{diag}(1,0)$. The only generalized eigenvalue is $0$, while the lower bound with $E=1$, $v=0$, $s_2=1$ would demand at least $1$. So $S\ge0$ alone is not enough.

In the Lean version, `W` is the space of wave functions and the finite type `ι` labels the plane waves. The basis `b` is orthonormal and makes `W` finite-dimensional. The energies `t` are arbitrary real numbers, so no units and no formula in terms of $|k+G|^2$ are fixed. `kinetic b t` is $T$. `expect A x` is the real part of $\langle x|A|x\rangle$ without normalisation, so the bounds on $S$ in the hypotheses `h₁` and `h₂` carry a factor $\|x\|^2$. `IsHerm` is the Hermitian condition, and `‖V‖` is the operator norm.

`genSpectrum H S` is the set of real $\mu$ for which $Hx=\mu Sx$ has a nonzero solution. `IsGreatest` says that a number belongs to a set and bounds it from above, and `IsLeast` is the same from below. Thus `hE` says that $E$ is the kinetic energy of some plane wave in the basis and that none has more.

`largest_eigenvalue_bounds` gives the two bounds on $\mu$ and doesn't need $t\ge0$. `spectral_width_bounds` adds that hypothesis as `ht` and gives the width as `hi - lo`.

Each theorem concerns one basis and one fixed Hamiltonian. The step to a real series of calculations is that the same $v$, $s_1$ and $s_2$ serve at every cutoff, which has to be justified separately, for the self-consistent potential as well as for the pseudopotential.

```lean
import Mathlib

open Finset

namespace UltrasoftSpectralWidth

noncomputable section

variable {W ι : Type*} [NormedAddCommGroup W] [InnerProductSpace ℂ W] [Fintype ι]

/-- The real part of `⟨x|A|x⟩`, without normalisation. -/
def expect (A : W →L[ℂ] W) (x : W) : ℝ := (inner ℂ x (A x)).re

/-- The operator `A` is Hermitian. -/
def IsHerm (A : W →L[ℂ] W) : Prop := ∀ x y, inner ℂ (A x) y = inner ℂ x (A y)

/-- The real numbers `μ` for which `H x = μ S x` has a nonzero solution. -/
def genSpectrum (H S : W →L[ℂ] W) : Set ℝ := {μ | ∃ x, x ≠ 0 ∧ H x = (μ : ℂ) • S x}

/-- The kinetic operator `∑ t_G |G⟩⟨G|`, diagonal in the plane-wave basis `b`. -/
def kinetic (b : OrthonormalBasis ι ℂ W) (t : ι → ℝ) : W →L[ℂ] W :=
  ∑ i, (t i : ℂ) • (innerSL ℂ (b i)).smulRight (b i)

/-- Matrix elements of the kinetic operator are sums over plane waves. -/
theorem inner_kinetic (b : OrthonormalBasis ι ℂ W) (t : ι → ℝ) (x y : W) :
    inner ℂ y (kinetic b t x) = ∑ i, (t i : ℂ) * (inner ℂ y (b i) * inner ℂ (b i) x) := by
  have h : kinetic b t x = ∑ i, (t i : ℂ) • (inner ℂ (b i) x : ℂ) • b i := by
    simp [kinetic, _root_.sum_apply]
  rw [h, inner_sum]
  refine sum_congr rfl fun i _ => ?_
  rw [inner_smul_right, inner_smul_right]
  ring

/-- The unnormalised form `⟨x|T|x⟩` is the sum of `t_G` weighted by the squared moduli of the
plane-wave coefficients of `x`. -/
theorem expect_kinetic (b : OrthonormalBasis ι ℂ W) (t : ι → ℝ) (x : W) :
    expect (kinetic b t) x = ∑ i, t i * ‖(inner ℂ (b i) x : ℂ)‖ ^ 2 := by
  unfold expect
  rw [inner_kinetic, Complex.re_sum]
  refine sum_congr rfl fun i _ => ?_
  rw [Complex.re_ofReal_mul, ← inner_conj_symm x (b i), ← Complex.normSq_eq_conj_mul_self,
    Complex.ofReal_re, Complex.normSq_eq_norm_sq]

/-- The sum of the kinetic operator and a Hermitian potential is Hermitian. -/
theorem hamiltonian_herm (b : OrthonormalBasis ι ℂ W) (t : ι → ℝ) {V : W →L[ℂ] W}
    (hV : IsHerm V) : IsHerm (kinetic b t + V) := by
  intro x y
  have h : inner ℂ (kinetic b t x) y = inner ℂ x (kinetic b t y) := by
    rw [← inner_conj_symm (kinetic b t x) y, inner_kinetic, inner_kinetic, map_sum]
    refine sum_congr rfl fun i _ => ?_
    rw [map_mul, map_mul, Complex.conj_ofReal, inner_conj_symm, inner_conj_symm]
    ring
  change inner ℂ (kinetic b t x + V x) y = inner ℂ x (kinetic b t y + V y)
  rw [inner_add_left, inner_add_right, h, hV x y]

/-- A potential of operator norm at most `v` has `|⟨x|V|x⟩| ≤ v ‖x‖²` in real part. -/
theorem abs_expect_le {V : W →L[ℂ] W} {v : ℝ} (hv : ‖V‖ ≤ v) (x : W) :
    |expect V x| ≤ v * ‖x‖ ^ 2 := by
  have h1 : |expect V x| ≤ ‖x‖ * ‖V x‖ :=
    (Complex.abs_re_le_norm _).trans (norm_inner_le_norm _ _)
  have h2 := mul_le_mul_of_nonneg_left (V.le_of_opNorm_le hv x) (norm_nonneg x)
  linarith

/-- If a Hermitian operator has no negative expectation value, it annihilates every vector
of expectation value zero. -/
theorem apply_eq_zero {A : W →L[ℂ] W} (hA : IsHerm A) (h0 : ∀ x, 0 ≤ expect A x)
    {x : W} (hx : expect A x = 0) : A x = 0 := by
  have h1 : (inner ℂ (A x) (A x)).re = ‖A x‖ ^ 2 := inner_self_eq_norm_sq (𝕜 := ℂ) (A x)
  -- vary `x` along `A x`: a nonnegative quadratic has nonpositive discriminant
  have key : ∀ s : ℝ, 0 ≤ expect A (A x) * (s * s) + 2 * ‖A x‖ ^ 2 * s + 0 := by
    intro s
    have h := h0 (x + (s : ℂ) • A x)
    unfold expect at h hx ⊢
    simp only [map_add, map_smul, inner_add_left, inner_add_right, inner_smul_left,
      inner_smul_right, Complex.conj_ofReal, ← hA x (A x), Complex.add_re,
      Complex.re_ofReal_mul] at h
    rw [h1, hx] at h
    linarith
  have hd := discrim_le_zero key
  unfold discrim at hd
  by_contra hne
  have := pow_pos (norm_pos_iff.mpr hne) 4
  nlinarith

/-- Variational principle: for Hermitian `H` and positive definite Hermitian `S` on the span
of a finite nonempty basis, a largest generalized eigenvalue exists and bounds the
Rayleigh quotient. -/
theorem exists_largest (b : OrthonormalBasis ι ℂ W) (j : ι) {H S : W →L[ℂ] W}
    (hH : IsHerm H) (hS : IsHerm S) (hpos : ∀ x, x ≠ 0 → 0 < expect S x) :
    ∃ μ, IsGreatest (genSpectrum H S) μ ∧ ∀ x, expect H x ≤ μ * expect S x := by
  have : FiniteDimensional ℂ W := b.toBasis.finiteDimensional_of_finite
  have : ProperSpace W := FiniteDimensional.proper ℂ W
  have hc : ∀ A : W →L[ℂ] W, Continuous (fun x => expect A x) := by
    intro A
    unfold expect
    fun_prop
  have hne : ∀ x ∈ Metric.sphere (0 : W) 1, x ≠ 0 := by
    rintro x hx rfl
    simp at hx
  -- the Rayleigh quotient attains its maximum on the unit sphere
  obtain ⟨z, hz, hmax⟩ := (isCompact_sphere (0 : W) 1).exists_isMaxOn
    ⟨b j, by simp⟩
    ((hc H).continuousOn.div (hc S).continuousOn fun x hx => (hpos x (hne x hx)).ne')
  obtain ⟨μ, hμ⟩ : ∃ μ, μ = expect H z / expect S z := ⟨_, rfl⟩
  have hR : ∀ x, expect H x ≤ μ * expect S x := by
    intro x
    by_cases hx : x = 0
    · simp [hx, expect]
    have hu : ((‖x‖⁻¹ : ℝ) : ℂ) • x ∈ Metric.sphere (0 : W) 1 := by
      rw [mem_sphere_zero_iff_norm, norm_smul, Complex.norm_real, norm_inv, norm_norm,
        inv_mul_cancel₀ (norm_ne_zero_iff.mpr hx)]
    have h : expect H (((‖x‖⁻¹ : ℝ) : ℂ) • x) / expect S (((‖x‖⁻¹ : ℝ) : ℂ) • x)
        ≤ expect H z / expect S z := hmax hu
    rw [← hμ, div_le_iff₀ (hpos _ (hne _ hu))] at h
    simp only [expect, map_smul, inner_smul_left, inner_smul_right, Complex.conj_ofReal,
      Complex.re_ofReal_mul] at h ⊢
    have hr : 0 < ‖x‖⁻¹ * ‖x‖⁻¹ := by positivity
    exact le_of_mul_le_mul_left (by linarith) hr
  have he : ∀ x, expect ((μ : ℂ) • S - H) x = μ * expect S x - expect H x := by
    intro x
    change (inner ℂ x ((μ : ℂ) • S x - H x)).re
      = μ * (inner ℂ x (S x)).re - (inner ℂ x (H x)).re
    rw [inner_sub_right, inner_smul_right, Complex.sub_re, Complex.re_ofReal_mul]
  have hA : IsHerm ((μ : ℂ) • S - H) := by
    intro x y
    change inner ℂ ((μ : ℂ) • S x - H x) y = inner ℂ x ((μ : ℂ) • S y - H y)
    rw [inner_sub_left, inner_sub_right, inner_smul_left, inner_smul_right,
      Complex.conj_ofReal, hS x y, hH x y]
  -- the maximiser lies in the kernel of `μ S - H`
  have hk : (μ : ℂ) • S z - H z = 0 :=
    apply_eq_zero hA (fun x => by rw [he]; linarith [hR x])
      (by rw [he, hμ, div_mul_cancel₀ _ (hpos z (hne z hz)).ne', sub_self])
  refine ⟨μ, ⟨⟨z, hne z hz, (sub_eq_zero.mp hk).symm⟩, ?_⟩, hR⟩
  rintro ν ⟨y, hy, hν⟩
  have h : expect H y = ν * expect S y := by simp [expect, hν, inner_smul_right]
  exact le_of_mul_le_mul_right (by rw [← h]; exact hR y) (hpos y hy)

/-- If `H ≤ C` with `C ≥ 0` and `S ≥ s > 0` as quadratic forms, every real generalized
eigenvalue is at most `C / s`. -/
theorem genEigenvalue_le {H S : W →L[ℂ] W} {C s μ : ℝ} (hC : 0 ≤ C) (hs : 0 < s)
    (hH : ∀ x, expect H x ≤ C * ‖x‖ ^ 2) (hS : ∀ x, s * ‖x‖ ^ 2 ≤ expect S x)
    (hμ : μ ∈ genSpectrum H S) : μ ≤ C / s := by
  obtain ⟨x, hx, h⟩ := hμ
  have e : expect H x = μ * expect S x := by simp [expect, h, inner_smul_right]
  have hn : 0 < ‖x‖ ^ 2 := pow_pos (norm_pos_iff.mpr hx) 2
  have hp : 0 < expect S x := (mul_pos hs hn).trans_le (hS x)
  rw [le_div_iff₀ hs]
  refine le_of_mul_le_mul_right ?_ hp
  have h1 := mul_le_mul_of_nonneg_left (hS x) hC
  have h2 := mul_le_mul_of_nonneg_left (hH x) hs.le
  rw [e] at h2
  linarith

/-- Let the largest kinetic energy be `E`, the Hermitian potential have norm at most `v ≤ E`,
and the Hermitian overlap satisfy `0 < s₁ ≤ S ≤ s₂`. Then the largest generalized eigenvalue
lies between `(E - v) / s₂` and `(E + v) / s₁`. -/
theorem largest_eigenvalue_bounds (b : OrthonormalBasis ι ℂ W) {t : ι → ℝ}
    {V S : W →L[ℂ] W} {E v s₁ s₂ : ℝ} (hE : IsGreatest (Set.range t) E)
    (hV : IsHerm V) (hv : ‖V‖ ≤ v) (hvE : v ≤ E) (hS : IsHerm S) (hs : 0 < s₁)
    (h₁ : ∀ x, s₁ * ‖x‖ ^ 2 ≤ expect S x) (h₂ : ∀ x, expect S x ≤ s₂ * ‖x‖ ^ 2) :
    ∃ μ, IsGreatest (genSpectrum (kinetic b t + V) S) μ ∧
      (E - v) / s₂ ≤ μ ∧ μ ≤ (E + v) / s₁ := by
  classical
  obtain ⟨⟨m, hm⟩, hE⟩ := hE
  have hv0 : 0 ≤ v := (norm_nonneg V).trans hv
  have hadd : ∀ x, expect (kinetic b t + V) x = expect (kinetic b t) x + expect V x := by
    intro x
    simp [expect, inner_add_right]
  obtain ⟨μ, hμ, hR⟩ := exists_largest b m (hamiltonian_herm b t hV) hS
    fun x hx => (mul_pos hs (pow_pos (norm_pos_iff.mpr hx) 2)).trans_le (h₁ x)
  refine ⟨μ, hμ, ?_, genEigenvalue_le (by linarith) hs (fun x => ?_) h₁ hμ.1⟩
  · -- trial vector: the plane wave of highest kinetic energy
    have hT : expect (kinetic b t) (b m) = E := by
      rw [expect_kinetic, ← hm]
      simp [orthonormal_iff_ite.mp b.orthonormal, apply_ite]
    have hb : ‖b m‖ = 1 := b.orthonormal.1 m
    have a := h₁ (b m)
    have c := h₂ (b m)
    have d := (abs_le.mp (abs_expect_le hv (b m))).1
    have r := hR (b m)
    rw [hadd, hT] at r
    simp only [hb, one_pow, mul_one] at a c d
    have hμ0 : 0 ≤ μ := by
      by_contra hn
      have := mul_neg_of_neg_of_pos (not_le.mp hn) (hs.trans_le a)
      linarith
    rw [div_le_iff₀ (by linarith)]
    linarith [mul_le_mul_of_nonneg_left c hμ0]
  · have hT : expect (kinetic b t) x ≤ E * ‖x‖ ^ 2 := by
      rw [expect_kinetic, ← b.sum_sq_norm_inner_right x, mul_sum]
      exact sum_le_sum fun i _ => mul_le_mul_of_nonneg_right (hE ⟨i, rfl⟩) (sq_nonneg _)
    rw [hadd]
    linarith [(abs_le.mp (abs_expect_le hv x)).2]

/-- Let all kinetic energies be nonnegative with largest value `E`, the Hermitian potential have
norm at most `v ≤ E`, and the Hermitian overlap satisfy `0 < s₁ ≤ S ≤ s₂`. Then the generalized
spectrum has a least and a greatest element, and its width is at most `(E + 2v) / s₁` and, for every
plane wave `j`, at least `(E - v) / s₂ - (t_j + v) / s₁`. -/
theorem spectral_width_bounds (b : OrthonormalBasis ι ℂ W) {t : ι → ℝ}
    {V S : W →L[ℂ] W} {E v s₁ s₂ : ℝ} (ht : ∀ i, 0 ≤ t i)
    (hE : IsGreatest (Set.range t) E) (hV : IsHerm V) (hv : ‖V‖ ≤ v) (hvE : v ≤ E)
    (hS : IsHerm S) (hs : 0 < s₁) (h₁ : ∀ x, s₁ * ‖x‖ ^ 2 ≤ expect S x)
    (h₂ : ∀ x, expect S x ≤ s₂ * ‖x‖ ^ 2) (j : ι) :
    ∃ lo hi, IsLeast (genSpectrum (kinetic b t + V) S) lo ∧
      IsGreatest (genSpectrum (kinetic b t + V) S) hi ∧
      (E - v) / s₂ - (t j + v) / s₁ ≤ hi - lo ∧ hi - lo ≤ (E + 2 * v) / s₁ := by
  classical
  obtain ⟨hi, hhi, hl, hu⟩ := largest_eigenvalue_bounds b hE hV hv hvE hS hs h₁ h₂
  have hv0 : 0 ≤ v := (norm_nonneg V).trans hv
  have hneg : ∀ x, expect (-(kinetic b t + V)) x
      = -(expect (kinetic b t) x + expect V x) := by
    intro x
    change (inner ℂ x (-(kinetic b t x + V x))).re
      = -((inner ℂ x (kinetic b t x)).re + (inner ℂ x (V x)).re)
    rw [inner_neg_right, inner_add_right, Complex.neg_re, Complex.add_re]
  have hherm : IsHerm (-(kinetic b t + V)) := by
    intro x y
    change inner ℂ (-((kinetic b t + V) x)) y = inner ℂ x (-((kinetic b t + V) y))
    rw [inner_neg_left, inner_neg_right, hamiltonian_herm b t hV x y]
  -- the lowest eigenvalue is minus the largest one of the reversed Hamiltonian
  obtain ⟨μ, hμ, hR⟩ := exists_largest b j hherm hS
    fun x hx => (mul_pos hs (pow_pos (norm_pos_iff.mpr hx) 2)).trans_le (h₁ x)
  have hup : μ ≤ v / s₁ := by
    refine genEigenvalue_le hv0 hs (fun x => ?_) h₁ hμ.1
    have hT : 0 ≤ expect (kinetic b t) x := by
      rw [expect_kinetic]
      exact sum_nonneg fun i _ => mul_nonneg (ht i) (sq_nonneg _)
    rw [hneg]
    linarith [(abs_le.mp (abs_expect_le hv x)).1]
  have hlow : -μ ≤ (t j + v) / s₁ := by
    have hT : expect (kinetic b t) (b j) = t j := by
      rw [expect_kinetic]
      simp [orthonormal_iff_ite.mp b.orthonormal, apply_ite]
    have hb : ‖b j‖ = 1 := b.orthonormal.1 j
    have a := h₁ (b j)
    have d := (abs_le.mp (abs_expect_le hv (b j))).2
    have r := hR (b j)
    rw [hneg, hT] at r
    simp only [hb, one_pow, mul_one] at a d
    rw [le_div_iff₀ hs]
    rcases le_total 0 μ with h | h
    · linarith [mul_nonneg h hs.le, ht j]
    · linarith [mul_le_mul_of_nonneg_left a (neg_nonneg.mpr h)]
  refine ⟨-μ, hi, ⟨?_, ?_⟩, hhi, by linarith, ?_⟩
  · obtain ⟨x, hx, h⟩ := hμ.1
    have h' : -((kinetic b t + V) x) = (μ : ℂ) • S x := h
    refine ⟨x, hx, ?_⟩
    rw [Complex.ofReal_neg, neg_smul, ← h', neg_neg]
  · rintro ν ⟨x, hx, h⟩
    have : -ν ≤ μ := hμ.2 ⟨x, hx, by
      change -((kinetic b t + V) x) = ((-ν : ℝ) : ℂ) • S x
      rw [h, Complex.ofReal_neg, neg_smul]⟩
    linarith
  · have e : (E + 2 * v) / s₁ = (E + v) / s₁ + v / s₁ := by ring
    linarith

end

end UltrasoftSpectralWidth
```

```lean
#print axioms UltrasoftSpectralWidth.spectral_width_bounds
```

```
'UltrasoftSpectralWidth.spectral_width_bounds' depends on axioms: [propext, Classical.choice, Quot.sound]
```

`inner_kinetic` and `expect_kinetic` expand $T$ in plane waves, `hamiltonian_herm` shows that $T+V$ is Hermitian, and `abs_expect_le` is the Cauchy–Schwarz estimate for $V$.

`apply_eq_zero` is the discriminant argument: `key` is the quadratic in the real parameter, called `s` there, and `discrim_le_zero` supplies the inequality that forces $Az=0$.

`exists_largest` obtains the maximiser `z` from compactness of the unit sphere. Its step `hR` rescales an arbitrary nonzero vector to unit length, which extends the inequality $\langle x|H|x\rangle\le\mu\langle x|S|x\rangle$ to the whole space. Then `hk` applies `apply_eq_zero` to $\mu S-H$.

`genEigenvalue_le` turns $H\le C$ and $S\ge s$ into $\mu\le C/s$ for $C\ge0$ and $s>0$. It is used with $C=E+v$ for the top of the spectrum and with $C=v$ for the reversed Hamiltonian.

In `largest_eigenvalue_bounds`, `b m` is the trial plane wave, and `hμ0` establishes $\mu\ge0$ before $\langle m|S|m\rangle$ is replaced by $s_2$. In `spectral_width_bounds`, the local `μ` is the largest eigenvalue of $(-H,S)$, so the lowest eigenvalue of the original pair is `-μ`. The case split by `le_total` is the distinction between $\lambda\le0$ and $\lambda\ge0$, and the closing steps carry eigenvectors of $-H$ back to $H$ and combine the bounds.
